# A Kelvin image charge cancels the potential of an outside point charge on a sphere

Let a point charge \(q\) sit at \(s\), outside a sphere of radius \(R>0\) centred at the origin, so that \(\|s\|>R\). The point \(s'=(R^2/\|s\|^2)\,s\) lies strictly inside the sphere, and a charge \(-qR/\|s\|\) placed there makes the total potential zero on the sphere:

\[
\frac{q}{\|r-s\|}-\frac{qR/\|s\|}{\|r-s'\|}=0\qquad\text{whenever }\|r\|=R .
\]

Conversely, if \(q\neq0\), no other single charge inside the sphere achieves this cancellation.

## Source, image and potential

Positions are vectors in a real inner-product space `E` of any dimension. Ordinary space is the three-dimensional case; in other dimensions the algebra still holds, but \(1/\|r\|\) is no longer the potential that solves Poisson's equation for a point charge.

In Lean 4 with Mathlib:

```lean
import Mathlib

open scoped InnerProductSpace

namespace KelvinImageCharge

noncomputable section

variable {E : Type*} [NormedAddCommGroup E] [InnerProductSpace ℝ E]
```

The image point lies on the ray from the centre through the source.

```lean
/-- The Kelvin image of the point `s` in the sphere of radius `R` about the origin. -/
def kelvinImage (R : ℝ) (s : E) : E := (R ^ 2 / ‖s‖ ^ 2) • s
```

The potential is in Gaussian units, with Coulomb constant 1. The condition of zero potential on \(\|r\|=R\) stands for a grounded, perfectly conducting surface.

```lean
/-- The potential at `r` of a charge `q` at `s` together with the charge `-q R / ‖s‖`
at the Kelvin image of `s`, in Gaussian units. -/
def groundedPotential (R q : ℝ) (s r : E) : ℝ :=
  q / ‖r - s‖ - (q * R / ‖s‖) / ‖r - kelvinImage R s‖
```

Two elementary facts serve the converse. Points with different norms are distinct, so their distance is positive.

```lean
omit [InnerProductSpace ℝ E] in
/-- Two points at different distances from the origin are a positive distance apart. -/
lemma dist_pos_of_norm_ne {a b : E} (h : ‖a‖ ≠ ‖b‖) : 0 < ‖a - b‖ :=
  norm_pos_iff.2 (sub_ne_zero.2 (fun hab => h (congrArg norm hab)))
```

Any nonzero \(w\) gives a point \((R/\|w\|)\,w\) on the sphere.

```lean
/-- A nonzero vector can be rescaled to end on the sphere of radius `R`. -/
lemma norm_rescale {R : ℝ} (hR : 0 < R) {w : E} (hw : 0 < ‖w‖) :
    ‖(R / ‖w‖) • w‖ = R := by
  rw [norm_smul, Real.norm_of_nonneg (div_pos hR hw).le, div_mul_cancel₀ _ hw.ne']
```

## Distances to the source and to the image

Taking the norm of \(s'\) gives \(\|s'\|=R^2/\|s\|\), hence \(\|s\|\,\|s'\|=R^2\).

```lean
/-- The distances of a nonzero point and its Kelvin image from the centre multiply to `R ^ 2`. -/
theorem norm_mul_norm_kelvinImage (R : ℝ) {s : E} (hs : s ≠ 0) :
    ‖s‖ * ‖kelvinImage R s‖ = R ^ 2 := by
  have hd : ‖s‖ ≠ 0 := norm_ne_zero_iff.2 hs
  rw [kelvinImage, norm_smul, Real.norm_of_nonneg (by positivity)]
  field_simp
```

Write \(k=R^2/\|s\|^2\), so that \(s'=ks\) and \(k\|s\|^2=R^2\). For any \(r\),

\[
\begin{aligned}
\|s\|^2\|r-s'\|^2&=\|s\|^2\|r\|^2-2k\|s\|^2\langle r,s\rangle+k^2\|s\|^4\\
&=\|s\|^2\|r\|^2-2R^2\langle r,s\rangle+R^4\\
&=R^2\|r-s\|^2+(\|r\|^2-R^2)(\|s\|^2-R^2).
\end{aligned}
\]

The code expands both squared norms, and `linear_combination` then uses \(k\|s\|^2=R^2\), named `hk`.

```lean
/-- The squared distances from any field point `r` to a source `s ≠ 0` and to its image obey a
linear relation, whose last term vanishes when `r` is on the sphere. -/
theorem image_distance_identity (R : ℝ) {s : E} (hs : s ≠ 0) (r : E) :
    (‖s‖ * ‖r - kelvinImage R s‖) ^ 2 =
      (R * ‖r - s‖) ^ 2 + (‖r‖ ^ 2 - R ^ 2) * (‖s‖ ^ 2 - R ^ 2) := by
  have hk : R ^ 2 / ‖s‖ ^ 2 * ‖s‖ ^ 2 = R ^ 2 :=
    div_mul_cancel₀ _ (pow_ne_zero 2 (norm_ne_zero_iff.2 hs))
  unfold kelvinImage
  generalize R ^ 2 / ‖s‖ ^ 2 = k at hk ⊢
  rw [mul_pow, mul_pow, norm_sub_sq_real, norm_sub_sq_real, real_inner_smul_right,
    norm_smul, mul_pow, Real.norm_eq_abs, sq_abs]
  linear_combination (-2 * inner ℝ r s + k * ‖s‖ ^ 2 + R ^ 2) * hk
```

## Cancellation on the sphere

Since \(\|s\|>R\), the product rule gives \(\|s'\|=R^2/\|s\|<R\). The code argues by contradiction: \(\|s'\|\ge R\) would make the product exceed \(R^2\).

If \(\|r\|=R\), the last term of the distance identity vanishes. Both distances are nonnegative, so taking square roots gives \(\|s\|\,\|r-s'\|=R\|r-s\|\), and

\[
\frac{qR}{\|s\|\,\|r-s'\|}=\frac{qR}{R\|r-s\|}=\frac{q}{\|r-s\|}.
\]

The theorem also states that \(r\) differs from both charge positions, so neither denominator is zero. The charge \(q\) may have either sign or vanish.

```lean
/-- For a charge outside a sphere, the Kelvin image lies strictly inside, and at every
point of the sphere, which is distinct from both charges, the total potential is zero. -/
theorem kelvin_image_charge {R : ℝ} (hR : 0 < R) (q : ℝ) {s : E} (hs : R < ‖s‖) :
    ‖kelvinImage R s‖ < R ∧
      ∀ r : E, ‖r‖ = R →
        r ≠ s ∧ r ≠ kelvinImage R s ∧ groundedPotential R q s r = 0 := by
  have hs0 : s ≠ 0 := norm_pos_iff.1 (hR.trans hs)
  have hin : ‖kelvinImage R s‖ < R := by
    by_contra hcon
    have hcon' := not_lt.1 hcon
    have := norm_mul_norm_kelvinImage R hs0
    nlinarith [mul_le_mul_of_nonneg_left hcon' (norm_nonneg s), mul_pos hR (sub_pos.2 hs)]
  refine ⟨hin, fun r hr => ⟨?_, ?_, ?_⟩⟩
  · intro h
    rw [h] at hr
    linarith
  · intro h
    rw [← h] at hin
    linarith
  · -- on the sphere the two distances are proportional
    have hsq := image_distance_identity R hs0 r
    rw [hr, sub_self, zero_mul, add_zero] at hsq
    have h : ‖s‖ * ‖r - kelvinImage R s‖ = R * ‖r - s‖ :=
      (sq_eq_sq₀ (by positivity) (by positivity)).1 hsq
    rw [groundedPotential, div_div, h, mul_comm q R, mul_div_mul_left _ _ hR.ne', sub_self]
```

In three dimensions and outside the sphere, the two-charge potential is that of one static point charge near one grounded, ideal conducting sphere, a setting in which a numerical Poisson solver can be compared with a closed formula. The theorem concerns the potential of the two charges; it does not derive the induced surface charge or solve a general boundary-value problem.

## Sign outside, and an added central charge

The source is still outside the sphere, \(\|s\|>R\). If also \(\|r\|>R\), the last term of the distance identity is positive, so \(\|s\|\,\|r-s'\|>R\|r-s\|\). For \(q>0\) and \(r\ne s\), the source term therefore exceeds the magnitude of the image term.

```lean
/-- For a positive source charge, the potential is positive everywhere outside the sphere
away from the source. -/
theorem groundedPotential_pos {R q : ℝ} (hR : 0 < R) (hq : 0 < q) {s r : E}
    (hs : R < ‖s‖) (hr : R < ‖r‖) (hrs : r ≠ s) : 0 < groundedPotential R q s r := by
  have hX : 0 < ‖r - s‖ := norm_pos_iff.2 (sub_ne_zero.2 hrs)
  have hsq := image_distance_identity R (norm_pos_iff.1 (hR.trans hs)) r
  have h1 : 0 < ‖r‖ ^ 2 - R ^ 2 := by nlinarith
  have h2 : 0 < ‖s‖ ^ 2 - R ^ 2 := by nlinarith
  have h : R * ‖r - s‖ < ‖s‖ * ‖r - kelvinImage R s‖ :=
    lt_of_pow_lt_pow_left₀ 2 (by positivity) (by linarith [mul_pos h1 h2])
  rw [groundedPotential, div_div, sub_pos, div_lt_div_iff₀ ((mul_pos hR hX).trans h) hX]
  linarith [mul_lt_mul_of_pos_left h hq]
```

A further charge \(qR/\|s\|\) at the centre brings the total charge inside to zero, as for an isolated neutral conductor. On the sphere it contributes \((qR/\|s\|)/R=q/\|s\|\), which is then the whole potential.

```lean
/-- Adding the charge `q R / ‖s‖` at the centre makes the potential on the sphere
constant and equal to `q / ‖s‖`. -/
theorem neutral_sphere_potential {R : ℝ} (hR : 0 < R) (q : ℝ) {s r : E}
    (hs : R < ‖s‖) (hr : ‖r‖ = R) :
    groundedPotential R q s r + (q * R / ‖s‖) / ‖r‖ = q / ‖s‖ := by
  rw [((kelvin_image_charge hR q hs).2 r hr).2.2, hr, zero_add, div_right_comm,
    mul_div_cancel_right₀ _ hR.ne']
```

## Uniqueness of the single image

Suppose a charge \(q'\) at \(p\), with \(\|p\|<R\), cancels the source on the whole sphere, and \(q\ne0\). Write \(q'=-cq\). Cancellation gives \(\|r-p\|=c\|r-s\|\) (`hdist`), and squaring gives (`hsq`)

\[
R^2-2\langle r,p\rangle+\|p\|^2=c^2\bigl(R^2-2\langle r,s\rangle+\|s\|^2\bigr).
\]

Subtracting the same equation at \(-r\) leaves \(\langle r,p\rangle=c^2\langle r,s\rangle\) (`hin`). If \(w=p-c^2s\) were nonzero, the choice \(r=(R/\|w\|)\,w\) would give \(0=\langle r,w\rangle=R\|w\|>0\). Hence \(p=c^2s\) (`hps`), and what remains of the squared equation factors (`hfac`):

\[
(c^2-1)(c^2\|s\|^2-R^2)=0 .
\]

The root \(c^2=1\) would put \(p\) at distance \(\|s\|>R\) from the centre, which is excluded. As a ratio of distances \(c\) is nonnegative, so \(c=R/\|s\|\). This yields \(p=s'\) and \(q'=-qR/\|s\|\).

```lean
/-- If a single charge `q'` at a point `p` inside the sphere cancels the potential of the nonzero
outside charge `q` on the whole sphere, then `p` is the Kelvin image and `q' = -q R / ‖s‖`. -/
theorem image_charge_unique {R q q' : ℝ} (hR : 0 < R) (hq : q ≠ 0) {s p : E}
    (hs : R < ‖s‖) (hp : ‖p‖ < R)
    (h : ∀ r : E, ‖r‖ = R → q / ‖r - s‖ + q' / ‖r - p‖ = 0) :
    p = kelvinImage R s ∧ q' = -(q * R / ‖s‖) := by
  have hd : 0 < ‖s‖ := hR.trans hs
  obtain ⟨c, hc⟩ : ∃ c, q' = -(c * q) :=
    ⟨-q' / q, by rw [div_mul_cancel₀ _ hq, neg_neg]⟩
  have hX : ∀ r : E, ‖r‖ = R → 0 < ‖r - s‖ := fun r hr =>
    dist_pos_of_norm_ne (by rw [hr]; exact hs.ne)
  -- cancellation means that the two distances have the fixed ratio c
  have hdist : ∀ r : E, ‖r‖ = R → ‖r - p‖ = c * ‖r - s‖ := by
    intro r hr
    have hY : 0 < ‖r - p‖ := dist_pos_of_norm_ne (by rw [hr]; exact hp.ne')
    have h0 := h r hr
    rw [hc, div_add_div _ _ (hX r hr).ne' hY.ne', div_eq_zero_iff] at h0
    have h1 := h0.resolve_right (mul_pos (hX r hr) hY).ne'
    have e : q * (‖r - p‖ - c * ‖r - s‖) = 0 := by linear_combination h1
    linarith [(mul_eq_zero.1 e).resolve_left hq]
  have hsq : ∀ r : E, ‖r‖ = R → R ^ 2 - 2 * inner ℝ r p + ‖p‖ ^ 2 =
      c ^ 2 * (R ^ 2 - 2 * inner ℝ r s + ‖s‖ ^ 2) := by
    intro r hr
    have a := norm_sub_sq_real r p
    have b := norm_sub_sq_real r s
    rw [hdist r hr, hr] at a
    rw [hr] at b
    linear_combination c ^ 2 * b - a
  -- comparing r with -r isolates the part linear in r
  have hin : ∀ r : E, ‖r‖ = R → inner ℝ r p = c ^ 2 * inner ℝ r s := by
    intro r hr
    have a := hsq r hr
    have b := hsq (-r) (by rw [norm_neg, hr])
    simp only [inner_neg_left] at b
    linear_combination (b - a) / 4
  have hps : p = c ^ 2 • s := by
    by_contra hne
    obtain ⟨w, hw⟩ : ∃ w, w = p - c ^ 2 • s := ⟨_, rfl⟩
    have hw0 : 0 < ‖w‖ := by rw [hw]; exact norm_pos_iff.2 (sub_ne_zero.2 hne)
    have key := hin ((R / ‖w‖) • w) (norm_rescale hR hw0)
    rw [real_inner_smul_left, real_inner_smul_left] at key
    have hww : inner ℝ w (p - c ^ 2 • s) = inner ℝ w p - c ^ 2 * inner ℝ w s := by
      rw [inner_sub_right, real_inner_smul_right]
    rw [← hw, real_inner_self_eq_norm_sq] at hww
    have hz : R / ‖w‖ * ‖w‖ ^ 2 = 0 := by linear_combination key + R / ‖w‖ * hww
    exact (mul_pos (div_pos hR hw0) (pow_pos hw0 2)).ne' hz
  have hpn : ‖p‖ = c ^ 2 * ‖s‖ := by
    rw [hps, norm_smul, Real.norm_of_nonneg (sq_nonneg c)]
  -- one point of the sphere now fixes the ratio c
  have hr0 := norm_rescale hR hd
  have hc0 : 0 ≤ c := by
    by_contra hneg
    linarith [mul_neg_of_neg_of_pos (not_le.1 hneg) (hX _ hr0), hdist _ hr0,
      norm_nonneg ((R / ‖s‖) • s - p)]
  have hfac : (c ^ 2 - 1) * (c ^ 2 * ‖s‖ ^ 2 - R ^ 2) = 0 := by
    have a := hsq _ hr0
    rw [hin _ hr0, hpn] at a
    linear_combination a
  have hne : c ^ 2 - 1 ≠ 0 := by
    intro h1
    have h2 : c ^ 2 = 1 := by linarith
    rw [h2, one_mul] at hpn
    linarith
  have hcd : c * ‖s‖ = R := by
    refine (sq_eq_sq₀ (mul_nonneg hc0 hd.le) hR.le).1 ?_
    linear_combination (mul_eq_zero.1 hfac).resolve_left hne
  have hcR : c = R / ‖s‖ := (eq_div_iff hd.ne').2 hcd
  constructor
  · rw [hps, hcR, div_pow, kelvinImage]
  · rw [hc, hcR]
    ring

end

end KelvinImageCharge
```

```lean
#print axioms KelvinImageCharge.kelvin_image_charge
#print axioms KelvinImageCharge.groundedPotential_pos
#print axioms KelvinImageCharge.neutral_sphere_potential
#print axioms KelvinImageCharge.image_charge_unique
```

```
'KelvinImageCharge.kelvin_image_charge' depends on axioms: [propext, Classical.choice, Quot.sound]
'KelvinImageCharge.groundedPotential_pos' depends on axioms: [propext, Classical.choice, Quot.sound]
'KelvinImageCharge.neutral_sphere_potential' depends on axioms: [propext, Classical.choice, Quot.sound]
'KelvinImageCharge.image_charge_unique' depends on axioms: [propext, Classical.choice, Quot.sound]
```
